# A Central Charge Neutralised Equally by an Octahedron of Neighbours Has a Far Potential of Order $R^{-5}$

## A sensitivity check for fitted charges

Before trusting the charge that a least-squares fit to the electrostatic potential assigns to a buried atom, one can ask how much the potential at the sample points changes when that charge is altered and its neighbours compensate. If the change is tiny, the fit has little to hold on to.

Take the geometry of an octahedral molecule such as SF₆: a central site at the origin and six outer sites at $\pm a\,e_i$, where $e_i$ are the Cartesian unit vectors, $i=0,1,2$. Raise the central charge by $q$ and lower each outer charge by $q/6$. The change in potential is that of a charge $q$ at the origin with $-q/6$ at each outer site; call it $V$. For charges fitted to a quantum-chemical potential, this model of seven point charges at fixed positions shows how weakly distant points constrain the central one.

## The limit and its reading in Lean

For every unit vector $n$ with components $n_i$,

$$R^5\,V(Rn)\;\longrightarrow\;-\frac{7qa^4}{24}\Big(5\sum_i n_i^4-3\Big)\qquad (R\to\infty).$$

This is `buried_charge_potential`. `Space` is Euclidean three-space and `axis i` is $e_i$. `potential a c p m r` is the Coulomb sum in Gaussian units at the point `r`, with charge `c` at the origin, `p i` at $+a e_i$ and `m i` at $-a e_i$. The hypothesis `hn` says that $n$ has length one, and `Tendsto … atTop (𝓝 …)` is the limit $R\to\infty$ along that fixed direction. The numbers $a$ and $q$ may be any reals.

Three further theorems draw consequences:

- `charge_transfer_potential` gives the same limit for the change in potential when the seven sites carry arbitrary charges beforehand.
- `potential_along_axis` gives the value $-7qa^4/12$ along a Cartesian axis.
- `buried_charge_determined` says that, for $a\neq0$, the limit is zero in every direction exactly when $q=0$. Within this pattern of equal compensation, the far potential is weak but still determines $q$. At $a=0$ all sites coincide and the limit is zero for every $q$.

The limit is taken direction by direction, with no uniform error bound. The statements do not treat other geometries, polarisation, or the conditioning of a fit on a finite grid.

## Expansion of one displaced charge

For real $x$ and $t$, write $D=1-2xt+t^2$ and let $p(t)$ be the polynomial called `legendreSum x t` in the code, not to be confused with the charges `p i`:

$$p(t)=1+xt+P_2(x)t^2+P_3(x)t^3+P_4(x)t^4,$$

with the Legendre polynomials $P_2=(3x^2-1)/2$, $P_3=(5x^3-3x)/2$ and $P_4=(35x^4-30x^2+3)/8$. Squaring gives

$$p^2=1+2xt+(4x^2-1)t^2+(8x^3-4x)t^3+(16x^4-12x^2+1)t^4+\dots$$

Multiplying by $D$ cancels the orders $t$ to $t^4$, so $Dp^2-1=t^5Q(t)$ with $Q$ a polynomial in $t$. Hence

$$\frac1{\sqrt D}-p=\frac{1-Dp^2}{\sqrt D\,(1+\sqrt D\,p)}=\frac{-t^5Q(t)}{\sqrt D\,(1+\sqrt D\,p)}=O(t^5),$$

because the denominator tends to $2$ as $t\to0$.

For a site at $b\,e_i$,

$$|Rn-b\,e_i|^2=R^2-2Rb\,n_i+b^2=R^2\big(1-2n_i t+t^2\big),\qquad t=b/R.$$

Therefore $R^5/|Rn-b\,e_i|=R^4/\sqrt D$ with $x=n_i$, and

$$\frac{R^5}{|Rn-b\,e_i|}=R^4+b\,n_iR^3+b^2P_2(n_i)R^2+b^3P_3(n_i)R+b^4P_4(n_i)+o(1).$$

## Cancellation below the hexadecapole

Adding $b=a$ and $b=-a$ removes the odd powers of $b$. Summing over the axes with weight $-q/6$ and adding the central term $qR^4$ gives

$$R^5V=qR^4-qR^4-\frac{qa^2R^2}{3}\sum_iP_2(n_i)-\frac{qa^4}{3}\sum_iP_4(n_i)+o(1).$$

Since $\sum_i n_i^2=1$, the quadrupole sum is $(3-3)/2=0$, and

$$\sum_iP_4(n_i)=\frac{35\sum_i n_i^4-30+9}{8}=\frac78\Big(5\sum_i n_i^4-3\Big),$$

which yields the stated limit.

## Numbers at ten bond lengths

Set $q=a=1$ and $R=10$ along an axis. Two outer sites lie at distances $9$ and $11$, and four at $\sqrt{101}$:

$$V=\frac1{10}-\frac16\Big(\frac19+\frac1{11}\Big)-\frac{4}{6\sqrt{101}}\approx-5.846\times10^{-6}.$$

So $R^5V\approx-0.5846$, against the limit $-7/12\approx-0.5833$. The central charge alone would give $V=0.1$, that is, $R^5V=10^4$.

## The complete Lean file

```lean
import Mathlib

open Filter Topology Asymptotics

namespace BuriedCharge

noncomputable section

/-- Three-dimensional Euclidean space. -/
abbrev Space := EuclideanSpace ℝ (Fin 3)

/-- The unit vector along the Cartesian axis `i`. -/
def axis (i : Fin 3) : Space := EuclideanSpace.single i 1

/-- The Coulomb potential (Gaussian units) at `r` of a charge `c` at the origin, charges `p i` at
`a e_i` and charges `m i` at `-a e_i`. The formula is the physical potential only away from the
sites; at a site, Lean's convention `x / 0 = 0` gives that site's term the value zero. -/
def potential (a c : ℝ) (p m : Fin 3 → ℝ) (r : Space) : ℝ :=
  c / ‖r‖ + ∑ i, (p i / ‖r - a • axis i‖ + m i / ‖r + a • axis i‖)

/-- The Legendre polynomial of degree two. -/
def P2 (x : ℝ) : ℝ := (3 * x ^ 2 - 1) / 2

/-- The Legendre polynomial of degree three. -/
def P3 (x : ℝ) : ℝ := (5 * x ^ 3 - 3 * x) / 2

/-- The Legendre polynomial of degree four. -/
def P4 (x : ℝ) : ℝ := (35 * x ^ 4 - 30 * x ^ 2 + 3) / 8

/-- The multipole series in `t` from the monopole through the hexadecapole. -/
def legendreSum (x t : ℝ) : ℝ :=
  1 + x * t + P2 x * t ^ 2 + P3 x * t ^ 3 + P4 x * t ^ 4

/-- The Legendre generating function agrees with the multipole series through the hexadecapole
up to an error of order `t ^ 5` as `t` tends to zero. -/
theorem legendre_expansion (x : ℝ) :
    (fun t : ℝ => (√(1 - 2 * x * t + t ^ 2))⁻¹ - legendreSum x t)
      =O[𝓝 0] (fun t : ℝ => t ^ 5) := by
  -- the squared series inverts `1 - 2xt + t²` through fourth order, with an error `t ^ 5 * Q t`
  obtain ⟨Q, hQ, hs⟩ : ∃ Q : ℝ → ℝ, Continuous Q ∧ ∀ t,
      (1 - 2 * x * t + t ^ 2) * legendreSum x t ^ 2 - 1 = t ^ 5 * Q t := by
    refine ⟨fun t =>
      (2 * (x * P4 x + P2 x * P3 x) - 2 * x * (16 * x ^ 4 - 12 * x ^ 2 + 1)
        + (8 * x ^ 3 - 4 * x))
      + (2 * P2 x * P4 x + P3 x ^ 2 - 2 * x * (2 * (x * P4 x + P2 x * P3 x))
        + (16 * x ^ 4 - 12 * x ^ 2 + 1)) * t
      + (2 * P3 x * P4 x - 2 * x * (2 * P2 x * P4 x + P3 x ^ 2)
        + 2 * (x * P4 x + P2 x * P3 x)) * t ^ 2
      + (P4 x ^ 2 - 2 * x * (2 * P3 x * P4 x) + (2 * P2 x * P4 x + P3 x ^ 2)) * t ^ 3
      + (2 * P3 x * P4 x - 2 * x * P4 x ^ 2) * t ^ 4 + P4 x ^ 2 * t ^ 5,
      by fun_prop, fun t => ?_⟩
    simp only [legendreSum, P2, P3, P4]
    ring
  have hp : Continuous (fun t => legendreSum x t) := by
    unfold legendreSum
    fun_prop
  have hD : Continuous (fun t : ℝ => √(1 - 2 * x * t + t ^ 2) *
      (1 + √(1 - 2 * x * t + t ^ 2) * legendreSum x t)) := by fun_prop
  have h0 : √(1 - 2 * x * 0 + 0 ^ 2) *
      (1 + √(1 - 2 * x * 0 + 0 ^ 2) * legendreSum x 0) ≠ 0 := by
    norm_num [legendreSum]
  have hg := (hQ.neg.continuousAt (x := 0)).div hD.continuousAt h0
  have hO := (isBigO_refl (fun t : ℝ => t ^ 5) (𝓝 0)).mul (hg.tendsto.isBigO_one ℝ)
  have alg : ∀ σ p u v : ℝ, σ * (1 + σ * p) ≠ 0 → σ ^ 2 * p ^ 2 - 1 = u * v →
      u * (-v / (σ * (1 + σ * p))) = σ⁻¹ - p := by
    intro σ p u v h hk
    have hi : σ⁻¹ * σ = 1 := inv_mul_cancel₀ (left_ne_zero_of_mul h)
    rw [← mul_div_assoc, div_eq_iff h]
    linear_combination hk - (1 + σ * p) * hi
  refine hO.congr' ?_ (Eventually.of_forall fun t => by simp)
  filter_upwards [hD.continuousAt.eventually_ne h0] with t ht
  have hsq := Real.sq_sqrt (Real.sqrt_ne_zero'.1 (left_ne_zero_of_mul ht)).le
  exact alg _ _ _ _ ht (by rw [hsq]; exact hs t)

/-- The distance from the point `R n`, with `n` a unit vector and `R > 0`, to the site `b e_i`,
written through the ratio `b / R`. -/
theorem distance_to_site (n : Space) (hn : ‖n‖ = 1) (i : Fin 3) (b R : ℝ) (hR : 0 < R) :
    ‖R • n - b • axis i‖ = R * √(1 - 2 * n i * (b / R) + (b / R) ^ 2) := by
  have he : ‖axis i‖ = 1 := by simp [axis]
  have hi : inner ℝ n (axis i) = n i := by simp [axis, EuclideanSpace.inner_single_right]
  have h : ‖R • n - b • axis i‖ ^ 2 =
      R ^ 2 * (1 - 2 * n i * (b / R) + (b / R) ^ 2) := by
    rw [norm_sub_sq_real, norm_smul, norm_smul, hn, he, real_inner_smul_left,
      real_inner_smul_right, hi, mul_one, mul_one, Real.norm_eq_abs, Real.norm_eq_abs,
      sq_abs, sq_abs]
    have hb : b / R * R = b := div_mul_cancel₀ b hR.ne'
    linear_combination (2 * R * n i - b - b / R * R) * hb
  rw [← Real.sqrt_sq (norm_nonneg (R • n - b • axis i)), h,
    Real.sqrt_mul (sq_nonneg R), Real.sqrt_sq hR.le]

/-- Along a unit vector `n`, `R ^ 5` times the potential of a unit charge at `b e_i` approaches
its multipole expansion through the hexadecapole as `R` tends to infinity. -/
theorem displaced_charge_expansion (n : Space) (hn : ‖n‖ = 1) (i : Fin 3) (b : ℝ) :
    Tendsto (fun R : ℝ => R ^ 5 / ‖R • n - b • axis i‖ -
      (R ^ 4 + b * n i * R ^ 3 + b ^ 2 * P2 (n i) * R ^ 2 + b ^ 3 * P3 (n i) * R
        + b ^ 4 * P4 (n i))) atTop (𝓝 0) := by
  have ht : Tendsto (fun R : ℝ => b / R) atTop (𝓝 0) :=
    tendsto_const_nhds.div_atTop tendsto_id
  have h5 : Tendsto (fun R : ℝ => b ^ 5 / R) atTop (𝓝 0) :=
    tendsto_const_nhds.div_atTop tendsto_id
  have h3 : Tendsto (fun R : ℝ => R ^ 4 * (b / R) ^ 5) atTop (𝓝 0) := by
    refine h5.congr' ?_
    filter_upwards [eventually_gt_atTop 0] with R hR
    field_simp
  have h2 := (isBigO_refl (fun R : ℝ => R ^ 4) atTop).mul
    ((legendre_expansion (n i)).comp_tendsto ht)
  refine (h2.trans_tendsto h3).congr' ?_
  filter_upwards [eventually_gt_atTop 0] with R hR
  have hpoly : ∀ u : ℝ, R ^ 4 * legendreSum (n i) u =
      R ^ 4 + (u * R) * n i * R ^ 3 + (u * R) ^ 2 * P2 (n i) * R ^ 2
        + (u * R) ^ 3 * P3 (n i) * R + (u * R) ^ 4 * P4 (n i) := by
    intro u
    unfold legendreSum
    ring
  have hb := hpoly (b / R)
  rw [div_mul_cancel₀ b hR.ne'] at hb
  rw [distance_to_site n hn i b R hR, ← hb, show R ^ 5 = R * R ^ 4 by ring,
    mul_div_mul_left _ _ hR.ne', div_eq_mul_inv, ← mul_sub]
  rfl

/-- For a charge `q` at the origin and `-q/6` at each of the six points `±a e_i`, `R ^ 5` times
the potential at `R n` tends to `-7 q a⁴ (5 ∑ n_i⁴ - 3) / 24` along every unit vector `n`. -/
theorem buried_charge_potential (a q : ℝ) (n : Space) (hn : ‖n‖ = 1) :
    Tendsto (fun R : ℝ => R ^ 5 * potential a q (fun _ => -q / 6) (fun _ => -q / 6) (R • n))
      atTop (𝓝 (-7 * q * a ^ 4 * (5 * ∑ i, n i ^ 4 - 3) / 24)) := by
  have h := EuclideanSpace.norm_sq_eq n
  rw [hn] at h
  simp only [Fin.sum_univ_three, Real.norm_eq_abs, sq_abs] at h
  -- opposite sites are taken in pairs, one pair for each axis
  have hE := fun i : Fin 3 =>
    (displaced_charge_expansion n hn i a).add (displaced_charge_expansion n hn i (-a))
  have hL := ((((hE 0).add (hE 1)).add (hE 2)).const_mul (-q / 6)).const_add
    (-7 * q * a ^ 4 * (5 * ∑ i, n i ^ 4 - 3) / 24)
  simp only [add_zero, mul_zero] at hL
  refine hL.congr' ?_
  filter_upwards [eventually_gt_atTop 0] with R hR
  have hr : ‖R • n‖ = R := by rw [norm_smul, hn, mul_one, Real.norm_of_nonneg hR.le]
  have hc : R ^ 5 * (q / R) = q * R ^ 4 := by field_simp
  -- monopole and quadrupole cancel, the latter because `n` is a unit vector
  simp only [potential, hr, neg_smul, sub_neg_eq_add, Fin.sum_univ_three, P2, P3, P4]
  linear_combination (-(q / 2 * a ^ 2 * R ^ 2) + 5 / 4 * q * a ^ 4) * h - hc

/-- In a seven-site model with any charges, raising the central charge by `q` and lowering each
outer charge by `q/6` changes the potential at `R n`, `n` a unit vector, by an amount whose
product with `R ^ 5` tends to `-7 q a⁴ (5 ∑ n_i⁴ - 3) / 24`. -/
theorem charge_transfer_potential (a c q : ℝ) (p m : Fin 3 → ℝ) (n : Space) (hn : ‖n‖ = 1) :
    Tendsto (fun R : ℝ => R ^ 5 *
      (potential a (c + q) (fun i => p i - q / 6) (fun i => m i - q / 6) (R • n)
        - potential a c p m (R • n)))
      atTop (𝓝 (-7 * q * a ^ 4 * (5 * ∑ i, n i ^ 4 - 3) / 24)) := by
  refine (buried_charge_potential a q n hn).congr fun R => ?_
  simp only [potential, Fin.sum_univ_three]
  ring

/-- Along a Cartesian axis, `R ^ 5` times the potential of the charge `q` surrounded by six
charges `-q/6` at `±a e_i` tends to `-7 q a⁴ / 12`. -/
theorem potential_along_axis (a q : ℝ) (k : Fin 3) :
    Tendsto (fun R : ℝ =>
      R ^ 5 * potential a q (fun _ => -q / 6) (fun _ => -q / 6) (R • axis k))
      atTop (𝓝 (-7 * q * a ^ 4 / 12)) := by
  have hs : ∑ i, (axis k) i ^ 4 = 1 := by simp [axis, ite_pow]
  have h := buried_charge_potential a q (axis k) (by simp [axis])
  rw [hs] at h
  convert h using 2
  ring

/-- For `a ≠ 0`, `R ^ 5` times the potential of the charge `q` surrounded by six charges `-q/6`
at `±a e_i` tends to zero in every direction exactly when `q = 0`. -/
theorem buried_charge_determined (a q : ℝ) (ha : a ≠ 0) :
    (∀ n : Space, ‖n‖ = 1 → Tendsto (fun R : ℝ =>
      R ^ 5 * potential a q (fun _ => -q / 6) (fun _ => -q / 6) (R • n)) atTop (𝓝 0))
      ↔ q = 0 := by
  constructor
  · intro h
    -- one axis is enough to recover the charge
    have h0 := tendsto_nhds_unique (potential_along_axis a q 0)
      (h (axis 0) (by simp [axis]))
    have h1 : q * a ^ 4 = 0 := by linarith
    exact (mul_eq_zero.1 h1).resolve_right (pow_ne_zero 4 ha)
  · rintro rfl n hn
    simpa using buried_charge_potential a 0 n hn

end

end BuriedCharge
```

```lean
#print axioms BuriedCharge.charge_transfer_potential
#print axioms BuriedCharge.buried_charge_determined
```

```
'BuriedCharge.charge_transfer_potential' depends on axioms: [propext, Classical.choice, Quot.sound]
'BuriedCharge.buried_charge_determined' depends on axioms: [propext, Classical.choice, Quot.sound]
```

## From the remainder to the limit

`legendre_expansion` supplies $Q$ explicitly, and `ring` verifies $Dp^2-1=t^5Q$. The quotient $-Q/(\sqrt D(1+\sqrt D\,p))$ is continuous at $t=0$, hence bounded nearby; `alg` is the algebraic identity that turns $t^5$ times this quotient into the remainder. `distance_to_site` expands the squared norm and takes the root.

`displaced_charge_expansion` combines the two. In `buried_charge_potential`, `hE` pairs opposite sites and `hL` sums the three axes with weight $-q/6$. The last `linear_combination` uses `h`, which is $\sum_i n_i^2=1$, for both the quadrupole and the hexadecapole, and `hc` for the central charge.

The transfer theorem follows because the potential is linear in the charges. The axis value uses $\sum_i n_i^4=1$. For the final equivalence, uniqueness of limits along `axis 0` forces $qa^4=0$.

## Carrying an estimate from $t\to0$ to $R\to\infty$

The estimate is proved for $t\to0$ but needed for $R\to\infty$. Mathlib's `IsBigO.comp_tendsto` makes the change of variable: given `ht`, which says $b/R\to0$, it substitutes $t=b/R$ on both sides of the $O$ relation. Multiplying by $R^4$ leaves a bound of order $R^4(b/R)^5=b^5/R$, and `trans_tendsto` concludes that the remainder tends to zero. The filter `𝓝 0` includes the point $t=0$ itself, so $b=0$ needs no separate case.
